# The least energy of a phase mixture scales with the amount of material and shifts linearly with the elemental energy zeros

To judge whether a computed compound is stable against decomposition, one compares its energy with that of the best mixture of competing phases at the same composition. Before the comparison, total energies are usually converted to formation energies by subtracting a reference energy for each atom, and the results are divided by the number of atoms. For a finite list of phases, each containing at least one atom, both conversions are safe at every composition that the phases can form: the lowest mixture energy exists, it is proportional to the amount of material at fixed proportions of the elements, and a given change of the elemental references shifts it by an amount that depends only on the number of atoms of each element.

## Minimising over phase amounts

Label the phases by $j$ and the elements by $k$. One formula unit of phase $j$ contains $N_{jk}$ atoms of element $k$, where $N_{jk}$ is a natural number, and has energy $E_j$. The composition vector $N_j=(N_{jk})_k$ is not zero. A mixture contains $c_j\ge 0$ formula units of phase $j$, where $c_j$ may be any nonnegative real number. It has composition $n$ if
$$\sum_j c_j N_{jk}=n_k\quad\text{for every }k,$$
and its energy is $\sum_j c_jE_j$. The compositions that have at least one mixture form the nonnegative cone of the phases. For $n$ in this cone, let $h(n)$ be the least energy of a mixture of composition $n$.

**The minimum exists.** Each phase $j$ contains some element $k(j)$, so $N_{j\,k(j)}\ge 1$. All terms in the composition sum are nonnegative, hence
$$c_j\le c_jN_{j\,k(j)}\le\sum_i c_iN_{i\,k(j)}=n_{k(j)}.$$
The allowed amounts therefore lie in the box $0\le c_j\le n_{k(j)}$. They are cut out by linear equations and by inequalities of the form $c_j\ge0$, so they form a closed set. A closed subset of a bounded box is compact, and the energy is a continuous function of $c$. Since at least one mixture exists, the minimum is attained.

**Scaling.** Let $t>0$ and let $c$ be a minimiser at $n$. Then $tc$ has composition $tn$ and energy $t\,h(n)$, so $h(tn)\le t\,h(n)$. It is easy to stop here and write an equality, but so far only one mixture at $tn$ has been examined, and another might be lower. Let $d$ be any mixture of composition $tn$. Then $t^{-1}d$ has composition $n$, so
$$h(n)\le t^{-1}\sum_j d_jE_j.$$
Multiplying by $t$ gives $t\,h(n)\le\sum_j d_jE_j$ for every such $d$, and hence $h(tn)=t\,h(n)$. For $n\neq0$, taking $t=1/\sum_k n_k$ gives the energy per atom.

**Change of energy zeros.** Replace $E_j$ by $E_j+\sum_k\mu_kN_{jk}$, where $\mu_k$ is a real number for each element. For formation energies, $\mu_k$ is minus the reference energy per atom of element $k$. A mixture of composition $n$ changes its energy by
$$\sum_j c_j\sum_k\mu_kN_{jk}=\sum_k\mu_k\sum_j c_jN_{jk}=\sum_k\mu_kn_k=\mu\cdot n.$$
The change is the same for all competing mixtures. The minimisers stay the same, and $h(n)$ becomes $h(n)+\mu\cdot n$.

**Energy above the hull.** One formula unit of phase $j$ alone is a mixture of composition $N_j$, so $h(N_j)\le E_j$. The difference $E_j-h(N_j)$ is therefore nonnegative. A change of energy zeros adds $\mu\cdot N_j$ to both terms, which cancels.

## Phases, mixtures and the hull energy in Lean

The type `ι` labels the phases and is finite. The type `κ` labels the elements, and its finiteness is first required where a sum over elements appears.

```lean
import Mathlib

open Matrix

namespace PhaseHullEnergy

noncomputable section

variable {ι κ : Type*} [Fintype ι]
```

A mixture is a function `c : ι → ℝ` that satisfies the two conditions above. Compositions of phases have natural entries, while the overall composition `n` is real.

```lean
/-- The mixtures of composition `n`: nonnegative amounts `c j` of the phases, with composition
vectors `N j`, that together contain the amount `n k` of each element `k`. -/
def mixtures (N : ι → κ → ℕ) (n : κ → ℝ) : Set (ι → ℝ) :=
  {c | (∀ j, 0 ≤ c j) ∧ ∀ k, ∑ j, c j * (N j k : ℝ) = n k}
```

Membership in the cone means that a mixture exists.

```lean
/-- The nonnegative cone of the phases: all compositions that some mixture realises. -/
def cone (N : ι → κ → ℕ) : Set (κ → ℝ) := {n | (mixtures N n).Nonempty}
```

The energy is the sum of the phase energies weighted by their amounts. This is the step from the model to a real sample that the hypotheses leave open: a sample's energy must be well described by such a sum over the listed phases, without interface energies or a continuous range of solid solutions.

```lean
/-- The energy of a mixture with amounts `c j` of phases of energy `E j`. -/
def mixEnergy (E : ι → ℝ) (c : ι → ℝ) : ℝ := ∑ j, c j * E j
```

The next set collects the energies that compete at a fixed composition.

```lean
/-- The set of energies of all mixtures of composition `n`. -/
def energies (N : ι → κ → ℕ) (E : ι → ℝ) (n : κ → ℝ) : Set ℝ :=
  mixEnergy E '' mixtures N n
```

The function `hull` is the $h$ of the derivation. It is an energy for the whole amount of material $n$, whereas phase diagrams usually plot the hull per atom. It is defined as an infimum, and Lean assigns the value 0 to the infimum of a real set that is empty or unbounded below, so the attainment of the minimum has to be proved separately.

```lean
/-- The hull energy `h(n)`: the infimum of the energies of mixtures of composition `n`,
for `n` in the cone of phases with nonzero compositions. -/
def hull (N : ι → κ → ℕ) (E : ι → ℝ) (n : κ → ℝ) : ℝ := sInf (energies N E n)
```

## Bounded amounts and an attained minimum

The first lemma is the chain of inequalities for $c_j$. Here `h1` is $N_{jk}\ge1$, and `h2` bounds one term of a nonnegative sum by the whole sum. The composition condition then replaces that sum by $n_k$.

```lean
/-- In a mixture of composition `n`, the amount of a phase that contains element `k`
is at most the available amount `n k`. -/
theorem amount_le {N : ι → κ → ℕ} {n : κ → ℝ} {c : ι → ℝ} (hc : c ∈ mixtures N n)
    {j : ι} {k : κ} (hk : N j k ≠ 0) : c j ≤ n k := by
  have h1 : (1 : ℝ) ≤ (N j k : ℝ) := by exact_mod_cast Nat.one_le_iff_ne_zero.mpr hk
  have h2 : c j * (N j k : ℝ) ≤ ∑ i, c i * (N i k : ℝ) :=
    Finset.single_le_sum (f := fun i => c i * (N i k : ℝ))
      (fun i _ => mul_nonneg (hc.1 i) (Nat.cast_nonneg _)) (Finset.mem_univ j)
  rw [hc.2 k] at h2
  nlinarith [hc.1 j]
```

`IsLeast S a` says that `a` belongs to the set `S` and is a lower bound for it. In the theorem below, this means that some mixture has energy `hull N E n` and none has a lower one.

The proof first shows that the sign conditions and the composition equations each define a closed set. The `choose` step picks the element $k(j)$ for each phase, and `hsub` places the mixtures in the box. Compactness and continuity then give the minimum, with `hn` supplying a mixture to start from.

```lean
/-- If every phase has a nonzero composition, then at each composition in the cone some mixture
attains the hull energy, and no mixture lies below it. -/
theorem hull_isLeast {N : ι → κ → ℕ} (hN : ∀ j, N j ≠ 0) (E : ι → ℝ) {n : κ → ℝ}
    (hn : n ∈ cone N) : IsLeast (energies N E n) (hull N E n) := by
  -- the mixtures form a closed set
  have h1 : IsClosed {c : ι → ℝ | ∀ j, 0 ≤ c j} := by
    simp only [Set.ofPred_forall]
    exact isClosed_iInter fun j => isClosed_le continuous_const (continuous_apply j)
  have h2 : IsClosed {c : ι → ℝ | ∀ k, ∑ j, c j * (N j k : ℝ) = n k} := by
    simp only [Set.ofPred_forall]
    exact isClosed_iInter fun k => isClosed_eq (by fun_prop) continuous_const
  have hclosed : IsClosed (mixtures N n) := h1.inter h2
  -- each phase contains some element, which bounds its amount
  choose k hk using fun j => Function.ne_iff.mp (hN j)
  have hsub : mixtures N n ⊆ Set.Icc (0 : ι → ℝ) (fun j => n (k j)) :=
    fun c hc => ⟨fun j => hc.1 j, fun j => amount_le hc (hk j)⟩
  have hcompact : IsCompact (mixtures N n) := isCompact_Icc.of_isClosed_subset hclosed hsub
  have hcont : Continuous (mixEnergy E) := by
    unfold mixEnergy
    fun_prop
  exact (hcompact.image hcont).isLeast_sInf (Set.Nonempty.image _ hn)
```

## Scaling and adding compositions

The scaling theorem is stated for any least energy `a`, so it does not need the condition on the phase compositions. Within the proof, `hmem` says that scaling a mixture scales its composition, and `hen` says the same for its energy. The first is used twice: with $t$ to produce a mixture of energy $ta$, and with $t^{-1}$ to bring a competitor back to composition $n$. The second use supplies the inequality that a one-sided argument would miss.

```lean
/-- If `a` is the minimal energy at composition `n`, then `t * a` is the minimal energy at
composition `t n`, for every `t > 0`. -/
theorem isLeast_smul {N : ι → κ → ℕ} {E : ι → ℝ} {n : κ → ℝ} {a t : ℝ} (ht : 0 < t)
    (h : IsLeast (energies N E n) a) : IsLeast (energies N E (t • n)) (t * a) := by
  have hmem : ∀ {s : ℝ} {m : κ → ℝ} {c : ι → ℝ}, 0 ≤ s → c ∈ mixtures N m →
      s • c ∈ mixtures N (s • m) := fun hs hc =>
    ⟨fun j => mul_nonneg hs (hc.1 j), fun k => by
      simp only [Pi.smul_apply, smul_eq_mul, mul_assoc, ← Finset.mul_sum, hc.2 k]⟩
  have hen : ∀ (s : ℝ) (c : ι → ℝ), mixEnergy E (s • c) = s * mixEnergy E c := fun s c => by
    simp only [mixEnergy, Pi.smul_apply, smul_eq_mul, mul_assoc, Finset.mul_sum]
  obtain ⟨⟨c, hc, rfl⟩, hmin⟩ := h
  refine ⟨⟨t • c, hmem ht.le hc, hen t c⟩, ?_⟩
  rintro _ ⟨d, hd, rfl⟩
  -- scale the competitor back to composition `n`
  have h1 : t⁻¹ • d ∈ mixtures N n := by
    have h := hmem (inv_nonneg.2 ht.le) hd
    rwa [inv_smul_smul₀ ht.ne'] at h
  have h2 : mixEnergy E c ≤ mixEnergy E (t⁻¹ • d) :=
    hmin (Set.mem_image_of_mem (mixEnergy E) h1)
  rw [hen] at h2
  have h3 := mul_le_mul_of_nonneg_left h2 ht.le
  rwa [mul_inv_cancel_left₀ ht.ne'] at h3
```

Least energies are also subadditive. If $c$ is a minimiser at $n$ and $d$ is one at $m$, then $c+d$ is a mixture of composition $n+m$ whose energy is the sum of the two minima. The minimum at $n+m$ can only be equal or lower. The proof constructs this combined mixture as `hcd` and compares energies.

```lean
/-- Minimal energies are subadditive: the minimum at composition `n + m` is at most the sum of
the minima at `n` and at `m`. -/
theorem isLeast_add_le {N : ι → κ → ℕ} {E : ι → ℝ} {n m : κ → ℝ} {a b e : ℝ}
    (ha : IsLeast (energies N E n) a) (hb : IsLeast (energies N E m) b)
    (he : IsLeast (energies N E (n + m)) e) : e ≤ a + b := by
  obtain ⟨c, hc, rfl⟩ := ha.1
  obtain ⟨d, hd, rfl⟩ := hb.1
  have hcd : c + d ∈ mixtures N (n + m) :=
    ⟨fun j => add_nonneg (hc.1 j) (hd.1 j), fun k => by
      simp only [Pi.add_apply, add_mul, Finset.sum_add_distrib, hc.2 k, hd.2 k]⟩
  have h : e ≤ mixEnergy E (c + d) := he.2 (Set.mem_image_of_mem (mixEnergy E) hcd)
  simpa only [mixEnergy, Pi.add_apply, add_mul, Finset.sum_add_distrib] using h
```

## A phase without atoms

Suppose that the list contains an entry with zero composition and negative energy. Adding one unit of it to any mixture leaves $n$ unchanged and lowers the energy by $|E_j|$, so no mixture can be a minimiser. The proof performs this addition with `Pi.single j 1`, the vector with entry 1 at phase `j` and 0 elsewhere.

This shows that entries with zero composition and negative energy must be excluded. An empty entry of nonnegative energy would do no harm to the minimum, but the main theorem uses the simpler condition that every composition is nonzero.

```lean
/-- If a phase has zero composition and negative energy, then the mixtures have no minimal
energy at any composition. -/
theorem no_minimum_of_empty_phase {N : ι → κ → ℕ} {E : ι → ℝ} {j : ι} (hj : N j = 0)
    (hE : E j < 0) (n : κ → ℝ) (a : ℝ) : ¬ IsLeast (energies N E n) a := by
  classical
  rintro ⟨⟨c, hc, rfl⟩, hmin⟩
  -- one more unit of the empty phase lowers the energy at fixed composition
  have hmem : c + Pi.single j 1 ∈ mixtures N n := by
    refine ⟨fun i => add_nonneg (hc.1 i) ?_, fun k => ?_⟩
    · rw [Pi.single_apply]
      split_ifs <;> norm_num
    · simp [add_mul, Finset.sum_add_distrib, Pi.single_apply, hc.2 k, hj]
  have h : mixEnergy E c ≤ mixEnergy E (c + Pi.single j 1) :=
    hmin (Set.mem_image_of_mem (mixEnergy E) hmem)
  have h2 : mixEnergy E (c + Pi.single j 1) = mixEnergy E c + E j := by
    simp [mixEnergy, add_mul, Finset.sum_add_distrib, Pi.single_apply]
  linarith
```

## New elemental energy zeros

From here on the set of elements is finite as well. The number `μ k` is added to the energy for every atom of element `k`, which means that the energy zero of that element moves by `-μ k`. The vector `μ` is not required to be the chemical potential of an equilibrium state.

```lean
variable [Fintype κ]

/-- The phase energies after `μ k` is added for every atom of each element `k`: `E j` becomes
`E j + μ · N j`. -/
def shiftZero (N : ι → κ → ℕ) (E : ι → ℝ) (μ : κ → ℝ) (j : ι) : ℝ :=
  E j + ∑ k, μ k * (N j k : ℝ)
```

The next theorem is the exchange of sums from the derivation. The composition condition in `hc` writes $n_k$ as a sum over phases, and `Finset.sum_comm` changes the order of summation over phases and elements. The notation `μ ⬝ᵥ n` is the dot product $\mu\cdot n$.

```lean
/-- Adding `μ k` for every atom of each element `k` changes the energy of every mixture of
composition `n` by the same amount `μ · n`. -/
theorem mixEnergy_shiftZero {N : ι → κ → ℕ} {n : κ → ℝ} {c : ι → ℝ} (hc : c ∈ mixtures N n)
    (E : ι → ℝ) (μ : κ → ℝ) :
    mixEnergy (shiftZero N E μ) c = mixEnergy E c + μ ⬝ᵥ n := by
  have h : ∑ j, c j * ∑ k, μ k * (N j k : ℝ) = ∑ k, μ k * n k := by
    simp only [← hc.2, Finset.mul_sum]
    rw [Finset.sum_comm]
    exact Finset.sum_congr rfl fun k _ => Finset.sum_congr rfl fun j _ => by ring
  simp only [mixEnergy, shiftZero, mul_add, Finset.sum_add_distrib, h, dotProduct]
```

The main theorem assumes that every phase has a nonzero composition (`hN`) and that `n` lies in the cone (`hn`). Its conclusion has three parts: the hull energy is an attained minimum, it is multiplied by `t` when the composition is multiplied by a positive `t`, and it changes by `μ ⬝ᵥ n` under the shift. The energies `E` are arbitrary real numbers.

The first part is the existence theorem. The second follows from the scaling theorem, because a least element of a set is its infimum; this is the role of `csInf_eq`. For the third, the old minimiser `c` is shown to have the shifted energy, and every competitor `d` is shown to lie at or above it.

```lean
/-- For phases with nonzero compositions and `n` in their cone, the minimal mixture energy `h(n)`
exists, `h(t n) = t h(n)` for `t > 0`, and adding `μ k` for every atom of each element `k` changes
`h(n)` by exactly `μ · n`. -/
theorem hull_energy {N : ι → κ → ℕ} (hN : ∀ j, N j ≠ 0) (E : ι → ℝ) {n : κ → ℝ}
    (hn : n ∈ cone N) :
    IsLeast (energies N E n) (hull N E n) ∧
    (∀ t : ℝ, 0 < t → hull N E (t • n) = t * hull N E n) ∧
    ∀ μ : κ → ℝ, hull N (shiftZero N E μ) n = hull N E n + μ ⬝ᵥ n := by
  have h := hull_isLeast hN E hn
  refine ⟨h, fun t ht => (isLeast_smul ht h).csInf_eq, fun μ => ?_⟩
  -- the shift is constant on mixtures, so the old minimiser stays optimal
  obtain ⟨⟨c, hc, hce⟩, hmin⟩ := h
  have hs : IsLeast (energies N (shiftZero N E μ) n) (hull N E n + μ ⬝ᵥ n) := by
    refine ⟨⟨c, hc, by rw [mixEnergy_shiftZero hc, hce]⟩, ?_⟩
    rintro _ ⟨d, hd, rfl⟩
    have h2 : hull N E n ≤ mixEnergy E d := hmin (Set.mem_image_of_mem (mixEnergy E) hd)
    rw [mixEnergy_shiftZero hd]
    linarith
  exact hs.csInf_eq
```

The last theorem applies this to a phase at its own composition. The difference is an energy per formula unit, and phase `j` itself belongs to the competing list, so the difference is never negative.

In the proof, `hmem` says that one unit of the pure phase is an admissible mixture, which also places its composition in the cone. The minimum property gives the sign, and the shift formula gives the cancellation. In zero-temperature stability studies based on electronic structure calculations, the energy above the hull can thus be computed from total energies or from formation energies with the same result, provided that the same finite list of fixed-composition phases is used and that the formation energies are obtained from the same total energies with one fixed reference energy per element.

```lean
/-- If all phases have nonzero compositions, the energy of a phase above the hull at its own
composition is nonnegative and does not depend on the elemental energy zeros. -/
theorem energy_above_hull {N : ι → κ → ℕ} (hN : ∀ j, N j ≠ 0) (E : ι → ℝ) (j : ι) :
    0 ≤ E j - hull N E (fun k => (N j k : ℝ)) ∧
    ∀ μ : κ → ℝ, shiftZero N E μ j - hull N (shiftZero N E μ) (fun k => (N j k : ℝ)) =
      E j - hull N E (fun k => (N j k : ℝ)) := by
  classical
  -- the pure phase is itself a mixture of its own composition
  have hmem : Pi.single j 1 ∈ mixtures N (fun k => (N j k : ℝ)) := by
    refine ⟨fun i => ?_, fun k => ?_⟩
    · rw [Pi.single_apply]
      split_ifs <;> norm_num
    · simp [Pi.single_apply]
  obtain ⟨hleast, -, hshift⟩ := hull_energy hN E ⟨_, hmem⟩
  refine ⟨?_, fun μ => ?_⟩
  · have h : hull N E (fun k => (N j k : ℝ)) ≤ mixEnergy E (Pi.single j 1) :=
      hleast.2 (Set.mem_image_of_mem (mixEnergy E) hmem)
    have h2 : mixEnergy E (Pi.single j 1) = E j := by
      simp [mixEnergy, Pi.single_apply]
    linarith
  · rw [hshift μ]
    simp only [shiftZero, dotProduct]
    ring

end

end PhaseHullEnergy
```

```lean
#print axioms PhaseHullEnergy.isLeast_add_le
#print axioms PhaseHullEnergy.no_minimum_of_empty_phase
#print axioms PhaseHullEnergy.mixEnergy_shiftZero
#print axioms PhaseHullEnergy.energy_above_hull
```

```
'PhaseHullEnergy.isLeast_add_le' depends on axioms: [propext, Classical.choice, Quot.sound]
'PhaseHullEnergy.no_minimum_of_empty_phase' depends on axioms: [propext, Classical.choice, Quot.sound]
'PhaseHullEnergy.mixEnergy_shiftZero' depends on axioms: [propext, Classical.choice, Quot.sound]
'PhaseHullEnergy.energy_above_hull' depends on axioms: [propext, Classical.choice, Quot.sound]
```
